# Surface Green function of a chain from a real start: no limit at an in-band energy $E$, convergence at $E+i\eta$ with $\eta>0$

Let $t>0$ be the hopping between neighbouring layers of a non-interacting chain with one orbital of energy zero per layer, and let $E$ be a real energy inside the band, $|E|<2t$. Adding a layer at energy $z$ changes the surface Green function from $g_n$ to $g_{n+1}$, where

$$g_{n+1}\,(z-t^2g_n)=1 .$$

At $z=E$, no real sequence obeying this rule converges. At $z=E+i\eta$ with any $\eta>0$, every real start leads to the same limit $a$, the retarded surface Green function, and

$$\left|a-G\right|\le\frac{2\eta}{ts},\qquad s=\sqrt{4t^2-E^2},\qquad G=\frac{E-is}{2t^2}.$$

In this one-orbital model, a small imaginary energy thus makes the plain layer-by-layer iteration converge from a real start, and the limit differs from $G$ by an amount at most linear in $\eta$. Hence $a\to G$ as $\eta\to0^+$: $G$ is the retarded surface Green function at the real energy $E$.

## The minimum step at real energy

Put $u=t^2g_{n+1}$ and $v=E-t^2g_n$. The recursion gives $uv=t^2$, so

$$(u+v)^2=(u-v)^2+4t^2\ge4t^2 .$$

Since $u+v=t^2(g_{n+1}-g_n)+E$, the triangle inequality yields

$$|g_{n+1}-g_n|\ge\frac{2t-|E|}{t^2}>0 .$$

The successive differences of a convergent sequence tend to zero, so there is no limit.

## The retarded root and its attraction

Now let $\operatorname{Im}z>0$ and let $a$ be a fixed point, $a(z-t^2a)=1$. Then $a\ne0$. Multiplying by $\bar a$ gives $|a|^2(z-t^2a)=\bar a$, whose imaginary part is

$$|a|^2\operatorname{Im}z=-\operatorname{Im}a\,(1-t^2|a|^2).$$

The left side is positive, so $\operatorname{Im}a\neq0$. The fixed points solve $t^2a^2-za+1=0$, and their product is $1/t^2$. The partner $b=1/(t^2a)$ therefore lies in the opposite half plane, and exactly one root has negative imaginary part. Call that one $a$; the balance then forces $t|a|<1$.

If $\operatorname{Im}g_n\le0$, then $\operatorname{Im}(z-t^2g_n)\ge\operatorname{Im}z>0$. The denominator is nonzero, $\operatorname{Im}g_{n+1}<0$, and $|g_{n+1}|\le1/\operatorname{Im}z$. By induction this holds along the whole sequence. For either fixed point $c$, subtracting the two equations gives

$$g_{n+1}-c=t^2g_{n+1}c\,(g_n-c).$$

Dividing the case $c=a$ by the case $c=b$, and using $a/b=t^2a^2$, we find

$$\frac{g_n-a}{g_n-b}=(t^2a^2)^n\,\frac{g_0-a}{g_0-b}.$$

No denominator vanishes here, because $\operatorname{Im}b>0$. Since $|t^2a^2|<1$ and $g_n-b$ stays bounded, $g_n\to a$.

## The error from broadening

At $z=E+i\eta$ the fixed-point equation reads $t^2a^2-Ea+1=i\eta a$. The left side has the roots $(E\pm is)/(2t^2)$ as a polynomial in $a$, so after doubling

$$(a-G)(2t^2a-E-is)=2i\eta a .$$

The second factor has imaginary part $2t^2\operatorname{Im}a-s<-s$, hence modulus at least $s$. With $|a|<1/t$ this gives the stated bound. Because $|G|=1/t$, the factor $|t^2a^2|$ approaches 1 as $\eta\to0$: a smaller broadening brings the limit closer to $G$ but slows the iteration.

## The recursion and the retarded condition in Lean

```lean
import Mathlib

open Filter Topology

namespace SurfaceGreenInBand

noncomputable section
```

`AddsLayers` is the recursion in product form, over the real or the complex numbers. It admits only sequences whose denominators never vanish; at $E=0$, for example, the start $g_0=0$ has no continuation.

```lean
/-- The surface Green function `g n` is updated by adding one layer with hopping `t` at energy `z`:
`g (n+1) = 1 / (z - t² g n)`, written as a product so that the denominator cannot vanish. -/
def AddsLayers {K : Type*} [Field K] (t z : K) (g : ℕ → K) : Prop :=
  ∀ n, g (n + 1) * (z - t ^ 2 * g n) = 1
```

`IsRetarded` combines the fixed-point equation with $\operatorname{Im}a<0$, the sign that makes the surface density of states $-\operatorname{Im}a/\pi$ positive.

```lean
/-- A retarded surface Green function: it is unchanged when a layer is added, and its
imaginary part is negative. -/
def IsRetarded (t : ℝ) (z a : ℂ) : Prop :=
  a * (z - (t : ℂ) ^ 2 * a) = 1 ∧ a.im < 0
```

`bandGreen t E` is $G$.

```lean
/-- The in-band expression `(E - i √(4t² - E²)) / (2t²)`, for `t ≠ 0` and `|E| ≤ 2t`. -/
def bandGreen (t E : ℝ) : ℂ :=
  ((E : ℂ) - Complex.I * (Real.sqrt (4 * t ^ 2 - E ^ 2) : ℂ)) / (2 * (t : ℂ) ^ 2)
```

## No real limit inside the band

At the band centre, the values $\pm1/t$ in alternation give a concrete real sequence to which the no-limit theorem applies.

```lean
/-- At the band centre the alternating sequence `(-1)ⁿ / t` is a real layer-by-layer iteration
for every `t ≠ 0`. -/
theorem addsLayers_witness {t : ℝ} (ht : t ≠ 0) :
    AddsLayers t 0 (fun n => (-1) ^ n / t) := by
  intro n
  have h : ((-1 : ℝ) ^ n) * (-1) ^ n = 1 := by
    rw [← mul_pow]; norm_num
  calc (-1 : ℝ) ^ (n + 1) / t * (0 - t ^ 2 * ((-1) ^ n / t))
      = ((-1 : ℝ) ^ n * (-1) ^ n) * (t * t⁻¹) ^ 2 := by ring
    _ = 1 := by rw [h, mul_inv_cancel₀ ht]; norm_num
```

In the step bound, `h1` is the inequality $|u+v|\ge2t$, obtained by comparing squares, and `h3` is the triangle inequality.

```lean
/-- For `t > 0` and real energy `E`, adding a layer changes a real surface Green function by at
least `(2t - |E|) / t²`. -/
theorem step_lower_bound {t E g g' : ℝ} (ht : 0 < t) (h : g' * (E - t ^ 2 * g) = 1) :
    (2 * t - |E|) / t ^ 2 ≤ |g' - g| := by
  -- arithmetic-geometric mean inequality for the two factors
  have h1 : |2 * t| ≤ |t ^ 2 * g' + (E - t ^ 2 * g)| := by
    apply sq_le_sq.mp
    nlinarith [sq_nonneg (t ^ 2 * g' - (E - t ^ 2 * g)), congrArg (fun x => t ^ 2 * x) h]
  have h2 : t ^ 2 * g' + (E - t ^ 2 * g) = t ^ 2 * (g' - g) + E := by ring
  have h3 := abs_add_le (t ^ 2 * (g' - g)) E
  rw [abs_mul, abs_of_pos (pow_pos ht 2)] at h3
  rw [h2, abs_of_pos (by linarith : 0 < 2 * t)] at h1
  rw [div_le_iff₀ (pow_pos ht 2)]
  linarith
```

The next proof passes to the limit in this bound, which would make a positive number at most zero.

```lean
/-- Inside the band, `|E| < 2t` with `t > 0`, no real layer-by-layer iteration converges. -/
theorem no_limit_in_band {t E : ℝ} (ht : 0 < t) (hE : |E| < 2 * t) {g : ℕ → ℝ}
    (hg : AddsLayers t E g) : ¬ ∃ L, Tendsto g atTop (𝓝 L) := by
  rintro ⟨L, hL⟩
  have h1 := (((tendsto_add_atTop_iff_nat 1).mpr hL).sub hL).abs
  have h2 := ge_of_tendsto' h1 (fun n => step_lower_bound ht (hg n))
  rw [sub_self, abs_zero] at h2
  have h3 : 0 < (2 * t - |E|) / t ^ 2 := div_pos (by linarith) (pow_pos ht 2)
  linarith
```

## Existence of the retarded root

Two small lemmas extract the real and imaginary parts of $t^2a$.

```lean
lemma im_sq_mul (t : ℝ) (a : ℂ) : ((t : ℂ) ^ 2 * a).im = t ^ 2 * a.im := by
  rw [← Complex.ofReal_pow, Complex.im_ofReal_mul]

lemma re_sq_mul (t : ℝ) (a : ℂ) : ((t : ℂ) ^ 2 * a).re = t ^ 2 * a.re := by
  rw [← Complex.ofReal_pow, Complex.re_ofReal_mul]
```

The balance identity is a combination of the real and imaginary parts of the fixed-point equation, which is what multiplication by $\bar a$ produces.

```lean
/-- Balance of imaginary parts for a Green function `a` that is unchanged when a layer is added:
`|a|² Im z = -Im a (1 - t² |a|²)`. -/
theorem im_balance {t : ℝ} {z a : ℂ} (h : a * (z - (t : ℂ) ^ 2 * a) = 1) :
    ‖a‖ ^ 2 * z.im = -a.im * (1 - t ^ 2 * ‖a‖ ^ 2) := by
  have hre := congrArg Complex.re h
  have him := congrArg Complex.im h
  rw [Complex.mul_re, Complex.sub_re, Complex.sub_im, re_sq_mul, im_sq_mul,
    Complex.one_re] at hre
  rw [Complex.mul_im, Complex.sub_re, Complex.sub_im, re_sq_mul, im_sq_mul,
    Complex.one_im] at him
  rw [Complex.sq_norm, Complex.normSq_apply]
  linear_combination a.re * him - a.im * hre

lemma ne_zero_of_fixed {t z a : ℂ} (h : a * (z - t ^ 2 * a) = 1) : a ≠ 0 := by
  rintro rfl
  simp at h
```

If $t^2|a|^2\ge1$, the two sides of the balance would have incompatible signs.

```lean
/-- At an energy with `Im z > 0` a retarded surface Green function satisfies `t² |a|² < 1`. -/
theorem IsRetarded.norm_lt {t : ℝ} {z a : ℂ} (hz : 0 < z.im) (h : IsRetarded t z a) :
    t ^ 2 * ‖a‖ ^ 2 < 1 := by
  have hN : 0 < ‖a‖ ^ 2 := pow_pos (norm_pos_iff.mpr (ne_zero_of_fixed h.1)) 2
  have hb := im_balance h.1
  have hp := mul_pos hN hz
  by_contra hc
  have hc' : 0 ≤ t ^ 2 * ‖a‖ ^ 2 - 1 := by linarith [not_lt.mp hc]
  nlinarith [mul_nonneg (neg_nonneg.mpr h.2.le) hc']
```

`partner_root` confirms that $b$ is also a fixed point.

```lean
lemma partner_root {K : Type*} [Field K] {t z a b : K} (ha : a * (z - t ^ 2 * a) = 1)
    (hab : t ^ 2 * a * b = 1) : b * (z - t ^ 2 * b) = 1 := by
  linear_combination t ^ 2 * b ^ 2 * ha + (t ^ 2 * a * b + 1 - b * z) * hab
```

For existence, the proof takes a complex square root of $z^2-4t^2$, builds one root `c`, and keeps it or its partner according to the sign of `c.im`.

```lean
/-- For `t > 0` and `Im z > 0` a retarded surface Green function exists. -/
theorem exists_retarded {t : ℝ} {z : ℂ} (ht : 0 < t) (hz : 0 < z.im) :
    ∃ a, IsRetarded t z a := by
  have htc : (t : ℂ) ≠ 0 := Complex.ofReal_ne_zero.mpr ht.ne'
  obtain ⟨s, hs⟩ := IsAlgClosed.exists_pow_nat_eq (z ^ 2 - 4 * (t : ℂ) ^ 2) (n := 2) (by norm_num)
  obtain ⟨c, hc2⟩ : ∃ c : ℂ, 2 * (t : ℂ) ^ 2 * c = z + s :=
    ⟨(z + s) / (2 * (t : ℂ) ^ 2), by field_simp⟩
  have hc : c * (z - (t : ℂ) ^ 2 * c) = 1 := by
    apply mul_left_cancel₀ (mul_ne_zero (by norm_num : (4 : ℂ) ≠ 0) (pow_ne_zero 2 htc))
    linear_combination (2 * z - 2 * (t : ℂ) ^ 2 * c - (z + s)) * hc2 - hs
  have hc0 := ne_zero_of_fixed hc
  have hne : c.im ≠ 0 := by
    intro h0
    have hb := im_balance hc
    rw [h0, neg_zero, zero_mul] at hb
    exact (mul_pos (pow_pos (norm_pos_iff.mpr hc0) 2) hz).ne' hb
  rcases lt_or_gt_of_ne hne with h | h
  · exact ⟨c, hc, h⟩
  · -- the other root lies in the opposite half plane
    have hw : (t : ℂ) ^ 2 * c ≠ 0 := mul_ne_zero (pow_ne_zero 2 htc) hc0
    refine ⟨((t : ℂ) ^ 2 * c)⁻¹, partner_root hc (mul_inv_cancel₀ hw), ?_⟩
    rw [Complex.inv_im, im_sq_mul]
    exact div_neg_of_neg_of_pos (neg_neg_of_pos (mul_pos (pow_pos ht 2) h))
      (Complex.normSq_pos.mpr hw)
```

## Convergence at complex energy

Here the recursion is written with a division. Lean sets $1/0=0$, so `no_breakdown` first shows by induction that this case never arises.

```lean
/-- If `Im z > 0` and the start has `Im g₀ ≤ 0`, the iteration never meets a zero denominator and
all its members keep `Im g ≤ 0`. -/
theorem no_breakdown {t : ℝ} {z : ℂ} (hz : 0 < z.im) {g : ℕ → ℂ} (h0 : (g 0).im ≤ 0)
    (hg : ∀ n, g (n + 1) = 1 / (z - (t : ℂ) ^ 2 * g n)) :
    AddsLayers (t : ℂ) z g ∧ ∀ n, (g n).im ≤ 0 := by
  have key : ∀ n, (g n).im ≤ 0 → 0 < (z - (t : ℂ) ^ 2 * g n).im := by
    intro n hn
    rw [Complex.sub_im, im_sq_mul]
    nlinarith [mul_nonneg (sq_nonneg t) (neg_nonneg.mpr hn)]
  have him : ∀ n, (g n).im ≤ 0 := by
    intro n
    induction n with
    | zero => exact h0
    | succ n ih =>
      rw [hg n, one_div, Complex.inv_im]
      exact div_nonpos_of_nonpos_of_nonneg (by linarith [key n ih]) (Complex.normSq_nonneg _)
  refine ⟨fun n => ?_, him⟩
  have hu : z - (t : ℂ) ^ 2 * g n ≠ 0 := by
    intro h
    have hk := key n (him n)
    rw [h, Complex.zero_im] at hk
    exact lt_irrefl _ hk
  rw [hg n, one_div, inv_mul_cancel₀ hu]
```

`ratio_law` is the ratio formula with its denominators multiplied out; `h1` and `h2` are the difference formula for $c=a$ and $c=b$.

```lean
/-- With `a` and `b` the two Green functions unchanged by adding a layer, `t² a b = 1`, the ratio
`(g - a) / (g - b)` gains a factor `t² a²` per layer (written without division). -/
theorem ratio_law {K : Type*} [Field K] {t z a b : K} {g : ℕ → K} (hg : AddsLayers t z g)
    (ha : a * (z - t ^ 2 * a) = 1) (hab : t ^ 2 * a * b = 1) (n : ℕ) :
    (g n - a) * (g 0 - b) = (t ^ 2 * a ^ 2) ^ n * (g 0 - a) * (g n - b) := by
  have hb := partner_root ha hab
  induction n with
  | zero => ring
  | succ n ih =>
    have h1 : g (n + 1) - a = t ^ 2 * g (n + 1) * a * (g n - a) := by
      linear_combination a * hg n - g (n + 1) * ha
    have h2 : g (n + 1) - b = t ^ 2 * g (n + 1) * b * (g n - b) := by
      linear_combination b * hg n - g (n + 1) * hb
    rw [h1, h2, pow_succ]
    linear_combination t ^ 2 * g (n + 1) * a * ih -
      t ^ 2 * g (n + 1) * a * (t ^ 2 * a ^ 2) ^ n * (g 0 - a) * (g n - b) * hab
```

The convergence theorem allows any start with $\operatorname{Im}g_0\le0$. Some restriction is needed, since a sequence started at $b$ stays there. In the proof, `hq` is $|t^2a^2|<1$ and `hbd` bounds the distance to $b$; the error is then squeezed under a geometric sequence.

```lean
/-- For `t > 0` and `Im z > 0`, the iteration from any start with `Im g₀ ≤ 0` converges to the
retarded surface Green function. -/
theorem converges_at_complex_energy {t : ℝ} {z a : ℂ} (ht : 0 < t) (hz : 0 < z.im)
    (ha : IsRetarded t z a) {g : ℕ → ℂ} (h0 : (g 0).im ≤ 0)
    (hg : ∀ n, g (n + 1) = 1 / (z - (t : ℂ) ^ 2 * g n)) : Tendsto g atTop (𝓝 a) := by
  obtain ⟨hadd, him⟩ := no_breakdown hz h0 hg
  have hw : (t : ℂ) ^ 2 * a ≠ 0 :=
    mul_ne_zero (pow_ne_zero 2 (Complex.ofReal_ne_zero.mpr ht.ne')) (ne_zero_of_fixed ha.1)
  obtain ⟨b, hb⟩ : ∃ b, b = ((t : ℂ) ^ 2 * a)⁻¹ := ⟨_, rfl⟩
  have hab : (t : ℂ) ^ 2 * a * b = 1 := by rw [hb, mul_inv_cancel₀ hw]
  have hbim : 0 < b.im := by
    rw [hb, Complex.inv_im, im_sq_mul]
    exact div_pos (neg_pos.mpr (mul_neg_of_pos_of_neg (pow_pos ht 2) ha.2))
      (Complex.normSq_pos.mpr hw)
  have hD : 0 < ‖g 0 - b‖ := by
    rw [norm_pos_iff, sub_ne_zero]
    intro h
    rw [h] at h0
    linarith
  have hq : ‖(t : ℂ) ^ 2 * a ^ 2‖ < 1 := by
    rw [norm_mul, norm_pow, norm_pow, Complex.norm_real, Real.norm_eq_abs, sq_abs]
    exact ha.norm_lt hz
  -- after the first added layer, the distance to `b` is at most `1 / Im z + ‖b‖`
  have hbd : ∀ n, ‖g (n + 1) - b‖ ≤ 1 / z.im + ‖b‖ := by
    intro n
    have h1 : ‖g (n + 1)‖ * ‖z - (t : ℂ) ^ 2 * g n‖ = 1 := by
      rw [← norm_mul, hadd n, norm_one]
    have h2 : z.im ≤ ‖z - (t : ℂ) ^ 2 * g n‖ := by
      refine le_trans ?_ ((le_abs_self _).trans (Complex.abs_im_le_norm _))
      rw [Complex.sub_im, im_sq_mul]
      nlinarith [mul_nonneg (sq_nonneg t) (neg_nonneg.mpr (him n))]
    have h3 : ‖g (n + 1)‖ ≤ 1 / z.im := by
      rw [le_div_iff₀ hz, ← h1]
      exact mul_le_mul_of_nonneg_left h2 (norm_nonneg _)
    linarith [norm_sub_le (g (n + 1)) b]
  apply (tendsto_add_atTop_iff_nat 1).mp
  apply tendsto_iff_norm_sub_tendsto_zero.mpr
  have hlim := (tendsto_pow_atTop_nhds_zero_of_lt_one (norm_nonneg _) hq).mul_const
    (‖(t : ℂ) ^ 2 * a ^ 2‖ * ‖g 0 - a‖ * (1 / z.im + ‖b‖) / ‖g 0 - b‖)
  rw [zero_mul] at hlim
  refine squeeze_zero (fun _ => norm_nonneg _) (fun n => ?_) hlim
  rw [← mul_div_assoc, le_div_iff₀ hD, ← norm_mul, ratio_law hadd ha.1 hab (n + 1),
    norm_mul, norm_mul, norm_pow, pow_succ]
  calc _ ≤ ‖(t : ℂ) ^ 2 * a ^ 2‖ ^ n * ‖(t : ℂ) ^ 2 * a ^ 2‖ * ‖g 0 - a‖ * (1 / z.im + ‖b‖) :=
        mul_le_mul_of_nonneg_left (hbd n) (by positivity)
    _ = _ := by ring
```

## The broadening bound and the combined theorem

`hfac` is the factorised equation, `hlow` the lower bound $s$ on its second factor, and `hta` the bound $t|a|\le1$.

```lean
/-- For `t > 0`, `|E| < 2t` and broadening `η > 0`, a retarded surface Green function at `E + iη`
differs from the in-band expression by at most `2η / (t √(4t² - E²))`. -/
theorem broadening_error {t E η : ℝ} {a : ℂ} (ht : 0 < t) (hE : |E| < 2 * t) (hη : 0 < η)
    (ha : IsRetarded t (E + η * Complex.I) a) :
    ‖a - bandGreen t E‖ ≤ 2 * η / (t * Real.sqrt (4 * t ^ 2 - E ^ 2)) := by
  have htc : (t : ℂ) ≠ 0 := Complex.ofReal_ne_zero.mpr ht.ne'
  have hpos : 0 < 4 * t ^ 2 - E ^ 2 := by
    have h := abs_lt.mp hE
    nlinarith [mul_pos (by linarith [h.1] : 0 < 2 * t + E) (by linarith [h.2] : 0 < 2 * t - E)]
  have hband : 2 * (t : ℂ) ^ 2 * bandGreen t E
      = E - Complex.I * (Real.sqrt (4 * t ^ 2 - E ^ 2) : ℂ) := by
    unfold bandGreen
    field_simp
  have hs := Real.sqrt_pos.mpr hpos
  have hsq := Real.sq_sqrt hpos.le
  generalize Real.sqrt (4 * t ^ 2 - E ^ 2) = s at hband hs hsq ⊢
  have hsqc : (s : ℂ) ^ 2 = 4 * (t : ℂ) ^ 2 - (E : ℂ) ^ 2 := by exact_mod_cast hsq
  -- factorise the quadratic about the two in-band roots
  have hfac : (a - bandGreen t E) * ((t : ℂ) ^ 2 * (2 * a) - E - Complex.I * s)
      = ((2 * η : ℝ) : ℂ) * Complex.I * a := by
    apply mul_left_cancel₀ (mul_ne_zero (by norm_num : (2 : ℂ) ≠ 0) (pow_ne_zero 2 htc))
    push_cast
    linear_combination (-((t : ℂ) ^ 2 * (2 * a) - E - Complex.I * s)) * hband
      - 4 * (t : ℂ) ^ 2 * ha.1 + hsqc - (s : ℂ) ^ 2 * Complex.I_sq
  have hn := congrArg norm hfac
  rw [norm_mul, norm_mul, norm_mul, Complex.norm_I, Complex.norm_real, Real.norm_eq_abs,
    abs_of_pos (by linarith : 0 < 2 * η), mul_one] at hn
  have hlow : s ≤ ‖(t : ℂ) ^ 2 * (2 * a) - E - Complex.I * s‖ := by
    refine le_trans ?_ ((neg_le_abs _).trans (Complex.abs_im_le_norm _))
    have h2 : ((2 : ℂ) * a).im = 2 * a.im := by simp
    have h3 : (Complex.I * (s : ℂ)).im = s := by simp
    rw [Complex.sub_im, Complex.sub_im, im_sq_mul, h2, h3, Complex.ofReal_im]
    nlinarith [mul_pos (pow_pos ht 2) (neg_pos.mpr ha.2)]
  have hta : t * ‖a‖ ≤ 1 := by
    have h := ha.norm_lt (by simpa using hη)
    nlinarith [mul_nonneg ht.le (norm_nonneg a)]
  have h1 := mul_le_mul_of_nonneg_left hlow (norm_nonneg (a - bandGreen t E))
  rw [hn] at h1
  rw [le_div_iff₀ (mul_pos ht hs)]
  nlinarith [mul_le_mul_of_nonneg_left h1 ht.le, mul_le_mul_of_nonneg_left hta hη.le]
```

The final theorem joins the two halves. For each `η`, a single `a` serves all real starts, which are expressed as complex sequences with `(g 0).im = 0`. The statement concerns scalar Green functions at energies strictly inside the band; layers with several orbitals would need a matrix recursion.

```lean
/-- Let `t > 0` and `|E| < 2t`. No real iteration at energy `E` converges, whereas for each `η > 0`
the iteration at `E + iη` converges from every real start to one retarded surface Green function,
within `2η / (t √(4t² - E²))` of the in-band expression. -/
theorem in_band_needs_complex_energy {t E : ℝ} (ht : 0 < t) (hE : |E| < 2 * t) :
    (∀ g : ℕ → ℝ, AddsLayers t E g → ¬ ∃ L, Tendsto g atTop (𝓝 L)) ∧
    ∀ η : ℝ, 0 < η → ∃ a, IsRetarded t (E + η * Complex.I) a ∧
      ‖a - bandGreen t E‖ ≤ 2 * η / (t * Real.sqrt (4 * t ^ 2 - E ^ 2)) ∧
      ∀ g : ℕ → ℂ, (g 0).im = 0 →
        (∀ n, g (n + 1) = 1 / (E + η * Complex.I - (t : ℂ) ^ 2 * g n)) →
        Tendsto g atTop (𝓝 a) := by
  refine ⟨fun g hg => no_limit_in_band ht hE hg, fun η hη => ?_⟩
  have hz : 0 < ((E : ℂ) + η * Complex.I).im := by simpa using hη
  obtain ⟨a, ha⟩ := exists_retarded ht hz
  exact ⟨a, ha, broadening_error ht hE hη ha,
    fun g h0 hg => converges_at_complex_energy ht hz ha h0.le hg⟩

end

end SurfaceGreenInBand
```

```lean
#print axioms SurfaceGreenInBand.in_band_needs_complex_energy
```

```
'SurfaceGreenInBand.in_band_needs_complex_energy' depends on axioms: [propext, Classical.choice, Quot.sound]
```
